# Over a two-design of states, an energy gradient has mean zero and variance O(1/d) at fixed operator norms

A variational quantum algorithm prepares a state ψ, applies a gate exp(−iθG) and measures the energy H. A gradient-based optimiser uses the slope of that energy in θ. If the parameters of the preceding circuit are drawn at random and the circuit scrambles its input strongly, ψ behaves like a random vector, and the slope may be too small to resolve with an affordable number of measurements. How small is it typically, in a Hilbert space of dimension d?

## States, operators and the random ensemble

States are functions from a finite index set `n` to ℂ, operators are complex matrices indexed by `n`, and d is `Fintype.card n`. The norm ‖A‖ is the ℓ² operator norm, the largest factor by which A stretches a vector.

In Lean 4 with Mathlib:

```lean
import Mathlib

open Matrix
open scoped Kronecker Matrix.Norms.L2Operator

namespace BarrenPlateau

noncomputable section

variable {ι n : Type*} [Fintype ι] [Fintype n] [DecidableEq n]
```

The expectation value ⟨A⟩ = ⟨ψ, Aψ⟩ is stored as a real number by taking the real part.

```lean
/-- The real part of `⟨ψ, A ψ⟩`. -/
def expect (A : Matrix n n ℂ) (ψ : n → ℂ) : ℝ := (star ψ ⬝ᵥ A *ᵥ ψ).re
```

The commutator [G, H] = GH − HG enters through the following operator.

```lean
/-- The operator `i[G, H]`. -/
def gradOp (G H : Matrix n n ℂ) : Matrix n n ℂ := Complex.I • (G * H - H * G)
```

For a unit vector ψ, the matrix P = ψψ* is the projector onto it.

```lean
/-- The rank-one operator `ψ ψ*`. -/
def proj (ψ : n → ℂ) : Matrix n n ℂ := vecMulVec ψ (star ψ)
```

SWAP exchanges the factors of a tensor product, so SWAP(x ⊗ y) = y ⊗ x. Its matrix is indexed by pairs.

```lean
/-- The operator that exchanges the two factors of a tensor square. -/
def swapOp : Matrix (n × n) (n × n) ℂ := Matrix.of fun p q => if p = q.swap then 1 else 0
```

The ensemble consists of finitely many unit vectors ψ_k with real weights w_k. With P_k = ψ_kψ_k*, it is a two-design when

Σ_k w_k P_k ⊗ P_k = (1 + SWAP)/(d(d+1)).

The right-hand side is the average of P ⊗ P over uniformly random unit vectors, so the condition stands for a randomly drawn circuit whose output states reproduce uniform randomness up to second moments. It is assumed here, not derived from a circuit. Taking traces for d ≥ 1 shows that the weights sum to 1. They may be negative; with nonnegative weights they are probabilities.

```lean
/-- A weighted ensemble of unit vectors whose mean of `ψψ* ⊗ ψψ*` is
`(1 + SWAP) / (d (d + 1))`, for dimension `d ≥ 1`. -/
structure IsTwoDesign (w : ι → ℝ) (ψ : ι → n → ℂ) : Prop where
  unit : ∀ k, star (ψ k) ⬝ᵥ ψ k = 1
  moment : ∑ k, (w k : ℂ) • (proj (ψ k) ⊗ₖ proj (ψ k)) =
    ((1 / ((Fintype.card n : ℝ) * (Fintype.card n + 1)) : ℝ) : ℂ) • (1 + swapOp)
```

Mean and variance are the usual weighted sums.

```lean
/-- The weighted mean of a quantity over the ensemble. -/
def mean (w f : ι → ℝ) : ℝ := ∑ k, w k * f k

/-- The weighted mean square deviation of a quantity from its mean. -/
def variance (w f : ι → ℝ) : ℝ := ∑ k, w k * (f k - mean w f) ^ 2
```

## (a) The slope of the energy

**Task.** Show that the energy of exp(−iθG)ψ has slope

dE/dθ at θ = 0 = ⟨ψ, i[G, H]ψ⟩.

**Solution.** Move the gate onto the observable. For Hermitian G,

E(θ) = ⟨ψ, M(θ)ψ⟩, with M(θ) = exp(iθG) H exp(−iθG).

The two exponentials have derivatives iG and −iG at θ = 0, and both equal 1 there. The product rule gives

M′(0) = iGH − iHG = i[G, H].

The map M ↦ ⟨ψ, Mψ⟩ is linear, so it carries this derivative to the energy.

The code differentiates in a complex parameter first (`hE`, then `hM`), applies the linear map `L`, and finally restricts to real θ and takes real parts. In that form the statement holds for arbitrary matrices G and H; Hermiticity is what makes it an energy slope.

```lean
/-- The derivative at `θ = 0` of `Re ⟨ψ, exp(iθG) H exp(-iθG) ψ⟩` is `Re ⟨ψ, i[G, H] ψ⟩`. -/
theorem hasDerivAt_energy (G H : Matrix n n ℂ) (ψ : n → ℂ) :
    HasDerivAt (fun θ : ℝ => expect (NormedSpace.exp ((θ : ℂ) • (Complex.I • G)) * H *
      NormedSpace.exp ((θ : ℂ) • (-(Complex.I • G)))) ψ) (expect (gradOp G H) ψ) 0 := by
  have hE : ∀ X : Matrix n n ℂ,
      HasDerivAt (fun z : ℂ => NormedSpace.exp (z • X)) X 0 := fun X =>
    (hasDerivAt_exp_smul_const X (0 : ℂ)).congr_deriv (by
      rw [zero_smul, NormedSpace.exp_zero, one_mul])
  -- the Heisenberg-picture observable has derivative i[G, H]
  have hM := (((hE (Complex.I • G)).mul_const H).fun_mul
    (hE (-(Complex.I • G)))).congr_deriv (g' := gradOp G H) (by
      simp [gradOp, sub_eq_add_neg])
  let L : Matrix n n ℂ →ₗ[ℂ] ℂ :=
    { toFun := fun M => star ψ ⬝ᵥ M *ᵥ ψ
      map_add' := fun A B => by rw [Matrix.add_mulVec, dotProduct_add]
      map_smul' := fun c A => by
        rw [Matrix.smul_mulVec, dotProduct_smul, RingHom.id_apply] }
  have hc := L.toContinuousLinearMap.hasFDerivAt.comp_hasDerivAt (0 : ℂ) hM
  rw [← Complex.ofReal_zero] at hc
  exact hc.real_of_complex
```

## (b) Real expectation values

**Task.** Show that for Hermitian A no information is lost by taking the real part:

Re⟨ψ, Aψ⟩ = ⟨ψ, Aψ⟩.

**Solution.** Write a bar for complex conjugation. Since the conjugate of A_xy is A_yx,

conjugate of Σ_x Σ_y ψ̄_x A_xy ψ_y = Σ_y Σ_x ψ̄_y A_yx ψ_x.

The right side is the original sum with its indices renamed, so the number equals its own conjugate and is real. The code exchanges the sums with `Finset.sum_comm` and compares them term by term.

```lean
omit [DecidableEq n] in
/-- The expectation value of a Hermitian operator is real. -/
theorem expect_cast {A : Matrix n n ℂ} (hA : A.IsHermitian) (ψ : n → ℂ) :
    (expect A ψ : ℂ) = star ψ ⬝ᵥ A *ᵥ ψ := by
  apply Complex.conj_eq_iff_re.mp
  simp only [dotProduct, Matrix.mulVec, Finset.mul_sum, map_sum, map_mul, Pi.star_apply,
    Complex.star_def, Complex.conj_conj]
  rw [Finset.sum_comm]
  refine Finset.sum_congr rfl fun y _ => Finset.sum_congr rfl fun x _ => ?_
  have h : (starRingEnd ℂ) (A x y) = A y x := hA.apply y x
  rw [h]
  ring
```

## (c) The mean of a product of expectation values

**Task.** For Hermitian A and B, show that over a two-design

mean of ⟨A⟩⟨B⟩ = (tr A · tr B + tr AB)/(d(d+1)).

**Solution.** Multiply the two-design identity by A ⊗ B and take the trace. On the left, each term factorises:

tr((A ⊗ B)(P_k ⊗ P_k)) = tr(AP_k) · tr(BP_k) = ⟨ψ_k, Aψ_k⟩⟨ψ_k, Bψ_k⟩.

On the right, the identity contributes tr(A ⊗ B) = tr A · tr B. In the SWAP term only exchanged index pairs survive:

tr((A ⊗ B) SWAP) = Σ_i Σ_j A_ij B_ji = tr AB.

Dividing by d(d+1) gives the result.

In the code, `hP` is the formula tr(Mvv*) = ⟨v, Mv⟩, `hS` is the SWAP trace, and `h` is the traced identity. Part (b) allows the complex expectation values to be replaced by real ones. The real part in the statement changes nothing physically, since the traces involved are real for Hermitian A and B.

```lean
/-- Over a two-design in dimension `d ≥ 1`, the mean of `⟨A⟩⟨B⟩` for Hermitian `A` and `B` is
`(tr A tr B + tr AB) / (d (d + 1))`. -/
theorem second_moment {w : ι → ℝ} {ψ : ι → n → ℂ} (hD : IsTwoDesign w ψ)
    {A B : Matrix n n ℂ} (hA : A.IsHermitian) (hB : B.IsHermitian) :
    mean w (fun k => expect A (ψ k) * expect B (ψ k)) =
      (A.trace * B.trace + (A * B).trace).re / (Fintype.card n * (Fintype.card n + 1)) := by
  have hP : ∀ (M : Matrix n n ℂ) (v : n → ℂ), (M * proj v).trace = star v ⬝ᵥ M *ᵥ v := by
    intro M v
    simp only [proj, Matrix.trace, Matrix.diag_apply, Matrix.mul_apply,
      Matrix.vecMulVec_apply, dotProduct, Matrix.mulVec, Finset.mul_sum]
    exact Finset.sum_congr rfl fun i _ => Finset.sum_congr rfl fun j _ => by ring
  -- the swap turns a product of traces into the trace of a product
  have hS : ((A ⊗ₖ B) * swapOp).trace = (A * B).trace := by
    simp [Matrix.trace, Matrix.mul_apply, swapOp, Fintype.sum_prod_type]
  have h := congrArg (fun M => ((A ⊗ₖ B) * M).trace.re) hD.moment
  simp only [Finset.mul_sum, Matrix.mul_smul, Matrix.trace_sum, Matrix.trace_smul,
    ← Matrix.mul_kronecker_mul, Matrix.trace_kronecker, hP, Matrix.mul_add,
    Matrix.mul_one, Matrix.trace_add, hS, smul_eq_mul, ← expect_cast hA, ← expect_cast hB,
    Complex.re_sum, Complex.re_ofReal_mul, Complex.ofReal_re] at h
  exact h.trans (by ring)
```

## (d) A trace bounded by the norm

**Task.** Show that for every matrix A

Re tr A ≤ d‖A‖.

**Solution.** Let e_i be the i-th basis vector. A component of a vector is no larger than the vector's length, so

|A_ii| = |(Ae_i)_i| ≤ ‖Ae_i‖ ≤ ‖A‖.

Summing over the d diagonal entries gives Re tr A ≤ |tr A| ≤ Σ_i |A_ii| ≤ d‖A‖. The code proves the entry bound as `hentry`, and its `calc` block is this last chain.

```lean
/-- The real part of the trace is at most the dimension times the operator norm. -/
theorem trace_re_le (A : Matrix n n ℂ) : A.trace.re ≤ Fintype.card n * ‖A‖ := by
  have hentry : ∀ i, ‖A i i‖ ≤ ‖A‖ := fun i => by
    have h1 := Matrix.l2_opNorm_mulVec A (EuclideanSpace.single i (1 : ℂ))
    have h2 := PiLp.norm_apply_le
      (WithLp.toLp 2 (A *ᵥ (EuclideanSpace.single i (1 : ℂ)).ofLp)) i
    have h3 := h2.trans h1
    simpa using h3
  calc A.trace.re ≤ ‖A.trace‖ := Complex.re_le_norm _
    _ ≤ ∑ i, ‖A i i‖ := norm_sum_le _ _
    _ ≤ ∑ _i : n, ‖A‖ := Finset.sum_le_sum fun i _ => hentry i
    _ = Fintype.card n * ‖A‖ := by simp
```

## (e) Mean and variance of the gradient

**Task.** Let G and H be Hermitian, d ≥ 1 and K = i[G, H]. Show that over a two-design

mean of ⟨K⟩ = 0,

variance of ⟨K⟩ = tr(K²)/(d(d+1)) ≤ 4‖G‖²‖H‖²/(d+1).

**Solution.** Three properties of K suffice. It is Hermitian, because K* = −i(HG − GH) = K. It is traceless, because tr GH = tr HG. By the triangle inequality, ‖K‖ ≤ ‖GH‖ + ‖HG‖ ≤ 2‖G‖‖H‖.

Put A = K and B = 1 in (c). Unit vectors have ⟨1⟩ = 1, so

mean of ⟨K⟩ = (d · tr K + tr K)/(d(d+1)) = 0.

With zero mean, the variance is the mean of ⟨K⟩². Put A = B = K in (c):

variance of ⟨K⟩ = ((tr K)² + tr K²)/(d(d+1)) = tr(K²)/(d(d+1)).

Finally, (d) applied to K² gives

tr(K²) ≤ d‖K²‖ ≤ d‖K‖² ≤ 4d‖G‖²‖H‖²,

and one factor d cancels.

The three properties are `hK`, `htr` and `hnorm`. After they are established, `generalize` replaces the commutator by a plain matrix `K`, since its origin is no longer needed. Then `h0` is the mean, `hv` the variance, and `hsq` the norm estimate for the last inequality.

For variational simulation, this limits the typical slope in one gate parameter at θ = 0 when the states entering the gate form an exact two-design with nonnegative weights. The term "barren plateau" usually refers to a whole circuit family whose gradients vanish exponentially with system size; to reach that conclusion from the bound, one must also know that the circuits produce such ensembles and how the norms grow.

```lean
/-- Over a two-design in dimension `d ≥ 1`, for Hermitian `G` and `H`, the gradient
`⟨ψ, i[G, H] ψ⟩` has mean zero and variance `tr((i[G, H])²) / (d (d + 1))`, which is at most
`4 ‖G‖² ‖H‖² / (d + 1)`. -/
theorem gradient_statistics [Nonempty n] {w : ι → ℝ} {ψ : ι → n → ℂ}
    (hD : IsTwoDesign w ψ) {G H : Matrix n n ℂ} (hG : G.IsHermitian) (hH : H.IsHermitian) :
    mean w (fun k => expect (gradOp G H) (ψ k)) = 0 ∧
    variance w (fun k => expect (gradOp G H) (ψ k)) =
      (gradOp G H * gradOp G H).trace.re / (Fintype.card n * (Fintype.card n + 1)) ∧
    variance w (fun k => expect (gradOp G H) (ψ k)) ≤
      4 * ‖G‖ ^ 2 * ‖H‖ ^ 2 / (Fintype.card n + 1) := by
  have hK : (gradOp G H).IsHermitian := by
    rw [Matrix.IsHermitian, gradOp, Matrix.conjTranspose_smul, Matrix.conjTranspose_sub,
      Matrix.conjTranspose_mul, Matrix.conjTranspose_mul, hG.eq, hH.eq, Complex.star_def,
      Complex.conj_I, neg_smul, ← smul_neg, neg_sub]
  have htr : (gradOp G H).trace = 0 := by
    rw [gradOp, Matrix.trace_smul, Matrix.trace_sub, Matrix.trace_mul_comm G H, sub_self,
      smul_zero]
  have hnorm : ‖gradOp G H‖ ≤ 2 * ‖G‖ * ‖H‖ := by
    rw [gradOp, norm_smul, Complex.norm_I, one_mul]
    linarith [norm_sub_le (G * H) (H * G), norm_mul_le G H, norm_mul_le H G]
  generalize gradOp G H = K at *
  -- the mean: second moment with the identity, a traceless operator and unit vectors
  have h0 : mean w (fun k => expect K (ψ k)) = 0 := by
    have hone : ∀ k, expect 1 (ψ k) = 1 := fun k => by simp [expect, hD.unit]
    simpa [hone, htr] using second_moment hD hK Matrix.isHermitian_one
  have hv : variance w (fun k => expect K (ψ k)) =
      (K * K).trace.re / (Fintype.card n * (Fintype.card n + 1)) := by
    have h := second_moment hD hK hK
    simp only [htr, zero_mul, zero_add] at h
    rw [← h, variance, h0]
    simp only [mean, sub_zero, sq]
  refine ⟨h0, hv, ?_⟩
  have hd : (0 : ℝ) < Fintype.card n := by exact_mod_cast Fintype.card_pos
  have hsq : ‖K * K‖ ≤ 4 * ‖G‖ ^ 2 * ‖H‖ ^ 2 := by
    calc ‖K * K‖ ≤ ‖K‖ * ‖K‖ := norm_mul_le K K
      _ ≤ (2 * ‖G‖ * ‖H‖) * (2 * ‖G‖ * ‖H‖) := by gcongr
      _ = 4 * ‖G‖ ^ 2 * ‖H‖ ^ 2 := by ring
  rw [hv, ← div_div]
  gcongr
  rw [div_le_iff₀ hd]
  nlinarith [trace_re_le (K * K), mul_le_mul_of_nonneg_left hsq hd.le]
```

## (f) Fermions at fixed particle number

A circuit that conserves particle number, applied to a state with a definite number of particles, stays in one sector of Fock space. For N fermions in m spin orbitals, the basis states are the N-element subsets of the orbitals.

```lean
/-- Occupation patterns of `N` fermions in `m` spin orbitals. -/
abbrev Sector (m N : ℕ) := {s : Finset (Fin m) // s.card = N}
```

**Task.** For N ≤ m, let the two-design and the Hermitian matrices G and H live on this sector. Show that

variance of ⟨i[G, H]⟩ ≤ 4‖G‖²‖H‖²/(C(m, N) + 1).

**Solution.** There are C(m, N) ways to choose the occupied orbitals, so d = C(m, N). This is at least 1 because N ≤ m, and (e) applies. The code does the count in `hc`, deduces that the sector is nonempty, and substitutes the count into the bound.

The norms are those of the matrices on the sector, and H may contain interactions. The relevant dimension is that of the sector, not the 2^m of the full Fock space. At half filling C(m, N) grows exponentially with m; at fixed N it grows only polynomially. If the circuit also conserves the spin projection and this confines the states to a smaller subspace, they do not form a two-design on the whole sector; the two-design assumption and (e) then have to be applied to that subspace instead.

```lean
/-- For a two-design on the sector of `N ≤ m` fermions in `m` spin orbitals and Hermitian `G`,
`H` on that sector, the gradient variance is at most `4 ‖G‖² ‖H‖² / (C(m, N) + 1)`. -/
theorem sector_variance_le {m N : ℕ} (hN : N ≤ m) {w : ι → ℝ} {ψ : ι → Sector m N → ℂ}
    (hD : IsTwoDesign w ψ) {G H : Matrix (Sector m N) (Sector m N) ℂ}
    (hG : G.IsHermitian) (hH : H.IsHermitian) :
    variance w (fun k => expect (gradOp G H) (ψ k)) ≤
      4 * ‖G‖ ^ 2 * ‖H‖ ^ 2 / (m.choose N + 1) := by
  have hc : Fintype.card (Sector m N) = m.choose N := by
    rw [Fintype.card_finset_len, Fintype.card_fin]
  have : Nonempty (Sector m N) :=
    Fintype.card_pos_iff.mp (by rw [hc]; exact Nat.choose_pos hN)
  have h := (gradient_statistics hD hG hH).2.2
  rwa [hc] at h
```

## (g) Six qubit states that form a two-design

The candidates are the eigenvectors of the Pauli matrices Z, X and Y, two for each. The last four carry a common phase factor (1 + i)/√2, which makes the real and imaginary parts of their entries rational. Each of these entries has modulus 1/√2, so the vectors are normalised. The phase disappears from the projectors.

```lean
/-- Six qubit states: eigenvectors of the three Pauli matrices, two for each. -/
def pauliStates : Fin 6 → Fin 2 → ℂ :=
  ![![1, 0], ![0, 1], ![⟨1/2, 1/2⟩, ⟨1/2, 1/2⟩], ![⟨1/2, 1/2⟩, ⟨-1/2, -1/2⟩],
    ![⟨1/2, 1/2⟩, ⟨-1/2, 1/2⟩], ![⟨1/2, 1/2⟩, ⟨1/2, -1/2⟩]]
```

**Task.** Show that with weights 1/6 these states satisfy

(1/6) Σ_k P_k ⊗ P_k = (1 + SWAP)/6.

**Solution.** The eigenprojectors of a Pauli matrix σ are (1 ± σ)/2. In the sum over both signs the cross terms cancel, leaving (1 + σ ⊗ σ)/2. Summing over the three Pauli matrices,

Σ_k P_k ⊗ P_k = (3 + X⊗X + Y⊗Y + Z⊗Z)/2.

Since SWAP = (1 + X⊗X + Y⊗Y + Z⊗Z)/2, the right side is 1 + SWAP. For d = 2 the required denominator d(d+1) is 6, as claimed. The code instead compares the 4 × 4 matrices entry by entry, in real and imaginary parts.

```lean
/-- The six Pauli eigenstates with equal weights `1/6` form a two-design. -/
theorem isTwoDesign_witness : IsTwoDesign (fun _ : Fin 6 => (1 / 6 : ℝ)) pauliStates where
  unit k := by
    fin_cases k <;> apply Complex.ext <;>
      simp [pauliStates, dotProduct, Fin.sum_univ_two] <;> norm_num
  moment := by
    have hs : 1 / ((Fintype.card (Fin 2) : ℝ) * (Fintype.card (Fin 2) + 1)) = 1 / 6 := by
      rw [Fintype.card_fin]; norm_num
    rw [hs, ← Finset.smul_sum]
    congr 1
    -- what remains is an identity between 4 × 4 matrices
    refine Matrix.ext fun p q => ?_
    obtain ⟨a, b⟩ := p
    obtain ⟨c, e⟩ := q
    fin_cases a <;> fin_cases b <;> fin_cases c <;> fin_cases e <;> apply Complex.ext <;>
      simp [Matrix.sum_apply, Fin.sum_univ_six, proj, pauliStates, swapOp,
        Matrix.vecMulVec_apply] <;> norm_num

end

end BarrenPlateau
```

This ensemble shows the bound of (e) being attained. Take G = Z and H = X, both of norm 1. Then i[G, H] = −2Y, whose expectation value is ∓2 on the two Y eigenstates and 0 on the other four. The mean is 0 and the variance is (4 + 4)/6 = 4/3, equal to 4/(d+1). In the smallest dimension, d = 1, which describes an empty or completely filled set of orbitals, all operators commute and the gradient vanishes identically.

```lean
#print axioms BarrenPlateau.hasDerivAt_energy
-- 'BarrenPlateau.hasDerivAt_energy' depends on axioms: [propext, Classical.choice, Quot.sound]
#print axioms BarrenPlateau.gradient_statistics
-- 'BarrenPlateau.gradient_statistics' depends on axioms: [propext, Classical.choice, Quot.sound]
#print axioms BarrenPlateau.sector_variance_le
-- 'BarrenPlateau.sector_variance_le' depends on axioms: [propext, Classical.choice, Quot.sound]
```
